# Bloch reduction of a tight-binding Hamiltonian on a finite periodic lattice

To compute tight-binding bands with orthonormal orbitals, one picks a crystal momentum, sums the hoppings with their phases into a matrix the size of one unit cell, and diagonalises that matrix. For a translation-invariant, non-interacting model on a finite lattice with periodic boundaries, the eigenvalues found at each momentum that the boundaries allow are one-particle energies of the whole lattice, and running over all allowed momenta misses none of them.

Let the cells be labelled by a finite abelian group $G$, for example $\mathbb Z_{N_1}\times\mathbb Z_{N_2}\times\mathbb Z_{N_3}$, and the orbitals in a cell by a finite set $I$. Translation invariance means that the Hamiltonian depends on two cells $g,h$ only through their displacement:
$$H_{(g,a),(h,b)} = t(h-g)_{ab}.$$
A crystal momentum is a character $\chi$ of $G$, a complex function with $\chi(g+h)=\chi(g)\chi(h)$ and $\chi(0)=1$; in the usual notation it is $e^{i\mathbf k\cdot\mathbf R_g}$, where $\mathbf R_g$ is the position of cell $g$. The Bloch matrix is
$$(H_\chi)_{ab}=\sum_d t(d)_{ab}\,\chi(d).$$

**Claim.** If $H_\chi u=Eu$ with $u\neq0$, then $\Psi(g,a)=\chi(g)u_a$ is a nonzero eigenvector of $H$ with eigenvalue $E$. Conversely, every eigenvalue of $H$ is an eigenvalue of some $H_\chi$.

## From a Bloch matrix to the lattice and back

Apply $H$ to $\Psi$ and sum over the displacement $d=h-g$ in place of $h$:
$$(H\Psi)(g,a)=\sum_{h,b}t(h-g)_{ab}\,\chi(h)u_b=\sum_{d,b}t(d)_{ab}\,\chi(d)\chi(g)u_b=\chi(g)(H_\chi u)_a .$$
If $H_\chi u=Eu$, the right-hand side is $E\,\Psi(g,a)$. The wave is nonzero because $\Psi(0,a)=u_a$.

For the converse, define the component of a lattice state $\psi$ along $\chi$ by $\psi_\chi(a)=\sum_g\chi(-g)\psi(g,a)$. With $d=h-g$, so that $-g=d-h$,
$$(H\psi)_\chi(a)=\sum_{g,h,b}\chi(-g)\,t(h-g)_{ab}\,\psi(h,b)=\sum_b\Big(\sum_d t(d)_{ab}\chi(d)\Big)\sum_h\chi(-h)\psi(h,b)=(H_\chi\psi_\chi)(a).$$
Hence $H\psi=E\psi$ implies $H_\chi\psi_\chi=E\psi_\chi$ for every $\chi$. It remains to find a nonzero component.

The sum $S(x)=\sum_\chi\chi(x)$ equals $|G|$ at $x=0$, since $G$ has $|G|$ characters. For $x\neq0$ some character $\chi_0$ has $\chi_0(x)\neq1$; multiplication by $\chi_0$ permutes the characters, so $S(x)=\chi_0(x)S(x)$ and $S(x)=0$. Therefore
$$\sum_\chi\chi(g)\psi_\chi(a)=\sum_h S(g-h)\,\psi(h,a)=|G|\,\psi(g,a).$$
If all components vanished, so would $\psi$.

If in addition $t(-d)=t(d)^\dagger$, then, since $\overline{\chi(d)}=\chi(-d)$,
$$\overline{(H_\chi)_{ba}}=\sum_d\overline{t(d)_{ba}}\,\chi(-d)=\sum_d t(-d)_{ab}\,\chi(-d)=(H_\chi)_{ab},$$
so each Bloch matrix is Hermitian.

For a Hückel ring of $N$ sites with on-site energy $\alpha$ and hopping $\beta$, take $\chi_k(n)=e^{2\pi ikn/N}$. The Bloch matrix is the single number
$$\alpha+\beta e^{2\pi ik/N}+\beta e^{-2\pi ik/N}=\alpha+2\beta\cos(2\pi k/N).$$

## The lattice, its Bloch matrices and its waves in Lean

The types `G` and `I` are the cells and the orbitals. Periodic boundary conditions are expressed by taking the cells to form a finite group: repeated steps in any direction lead back to the starting cell.

```lean
import Mathlib

open Matrix

namespace BlochReduction

noncomputable section

variable {G I : Type*} [AddCommGroup G] [Fintype G] [Fintype I]
```

A hopping function `t` assigns a complex matrix to each displacement. The basis states are the pairs in `G × I`, and they are taken as orthonormal: the eigenvalue problem has no overlap matrix.

```lean
/-- The translation-invariant lattice Hamiltonian: the matrix element between orbital `a` in
cell `g` and orbital `b` in cell `h` is `t (h - g) a b`. -/
def latticeH (t : G → Matrix I I ℂ) : Matrix (G × I) (G × I) ℂ :=
  Matrix.of fun p q => t (q.1 - p.1) p.2 q.2
```

The type `AddChar G ℂ` consists of the characters defined above. The phase in the Bloch matrix depends on the displacement between cells, not on where the orbitals sit inside a cell.

```lean
/-- The Bloch matrix of the character `χ`: the hoppings summed over all displacements `d`
with the phases `χ d`. -/
def blochH (t : G → Matrix I I ℂ) (χ : AddChar G ℂ) : Matrix I I ℂ :=
  Matrix.of fun a b => ∑ d, t d a b * χ d
```

The Bloch wave is left unnormalised. If $u$ has unit norm, the normalised state is $|G|^{-1/2}\chi(g)u_a$.

```lean
/-- The Bloch wave with amplitude `χ g * u a` on orbital `a` of cell `g`. -/
def blochWave (χ : AddChar G ℂ) (u : I → ℂ) : G × I → ℂ :=
  fun p => χ p.1 * u p.2
```

The component $\psi_\chi$ likewise carries no prefactor, which is why a factor $|G|$ appears in the completeness relation.

```lean
/-- The component of a lattice state along the character `χ`: its Fourier sum over cells,
orbital by orbital. -/
def blochComponent (χ : AddChar G ℂ) (ψ : G × I → ℂ) : I → ℂ :=
  fun a => ∑ g, χ (-g) * ψ (g, a)
```

## Bloch eigenvectors are lattice eigenvectors

The first theorem is the identity $(H\Psi)(g,a)=\chi(g)(H_\chi u)_a$, valid for any `u`. The step `shift` replaces the cell $h$ by the displacement $d=h-g$. The sums are then exchanged, and `AddChar.map_add_eq_mul` splits $\chi(d+g)$ into $\chi(d)\chi(g)$.

```lean
/-- The lattice Hamiltonian acts on a Bloch wave by acting with the Bloch matrix on its
orbital amplitudes. -/
theorem latticeH_mulVec_blochWave (t : G → Matrix I I ℂ) (χ : AddChar G ℂ) (u : I → ℂ) :
    latticeH t *ᵥ blochWave χ u = blochWave χ (blochH t χ *ᵥ u) := by
  ext ⟨g, a⟩
  simp only [Matrix.mulVec, dotProduct, latticeH, blochWave, blochH, Matrix.of_apply,
    Fintype.sum_prod_type]
  -- sum over the displacement d = h - g instead of the cell h
  have shift : ∑ h, ∑ b, t (h - g) a b * (χ h * u b)
      = ∑ d, ∑ b, t d a b * (χ (d + g) * u b) :=
    Fintype.sum_equiv (Equiv.subRight g) _ _ fun h => by
      simp only [Equiv.subRight_apply, sub_add_cancel]
  rw [shift, Finset.sum_comm, Finset.mul_sum]
  refine Finset.sum_congr rfl fun b _ => ?_
  rw [Finset.sum_mul, Finset.mul_sum]
  refine Finset.sum_congr rfl fun d _ => ?_
  rw [AddChar.map_add_eq_mul]
  ring
```

The claim for a given momentum now follows. The hypothesis `hu` says that $u$ is nonzero, and `h` is the Bloch eigenvalue equation. The first half of the proof evaluates the wave in cell $0$; the second inserts `h` into the preceding identity. Neither $H$ nor $E$ is required to be Hermitian or real, so the statement also applies to models with gain and loss.

```lean
/-- **Bloch reduction.** A nonzero eigenvector `u` of the Bloch matrix gives a nonzero
Bloch wave that is an eigenvector of the lattice Hamiltonian with the same energy. -/
theorem bloch_eigenvector (t : G → Matrix I I ℂ) (χ : AddChar G ℂ) {u : I → ℂ} {E : ℂ}
    (hu : u ≠ 0) (h : blochH t χ *ᵥ u = E • u) :
    blochWave χ u ≠ 0 ∧ latticeH t *ᵥ blochWave χ u = E • blochWave χ u := by
  constructor
  · -- in the cell at the origin the wave is u itself
    intro h0
    apply hu
    ext a
    have ha := congrFun h0 (0, a)
    simpa [blochWave] using ha
  · rw [latticeH_mulVec_blochWave, h]
    ext p
    simp only [blochWave, Pi.smul_apply, smul_eq_mul]
    ring
```

## Every lattice energy comes from a Bloch matrix

The next theorem is $H_\chi\psi_\chi=(H\psi)_\chi$, read from the Bloch side. For a fixed cell $h$, `key` turns the sum over $d$ into one over $g=h-d$. The `calc` chain then reorders the finite sums until the action of $H$ on $\psi$ appears.

```lean
/-- Taking the component along `χ` turns the lattice Hamiltonian into the Bloch matrix. -/
theorem blochH_mulVec_blochComponent (t : G → Matrix I I ℂ) (χ : AddChar G ℂ)
    (ψ : G × I → ℂ) :
    blochH t χ *ᵥ blochComponent χ ψ = blochComponent χ (latticeH t *ᵥ ψ) := by
  ext a
  simp only [Matrix.mulVec, dotProduct, latticeH, blochComponent, blochH, Matrix.of_apply,
    Fintype.sum_prod_type]
  -- for a fixed target cell h, the displacement d corresponds to the cell g = h - d
  have key : ∀ b h, (∑ d, t d a b * χ d) * χ (-h) = ∑ g, χ (-g) * t (h - g) a b := by
    intro b h
    rw [Finset.sum_mul]
    refine Fintype.sum_equiv (Equiv.subLeft h) _ _ fun d => ?_
    have e : -(h - d) = d + -h := by abel
    simp only [Equiv.subLeft_apply, e, sub_sub_cancel, AddChar.map_add_eq_mul]
    ring
  calc ∑ b, (∑ d, t d a b * χ d) * ∑ h, χ (-h) * ψ (h, b)
      = ∑ b, ∑ h, ∑ g, χ (-g) * t (h - g) a b * ψ (h, b) := by
        refine Finset.sum_congr rfl fun b _ => ?_
        rw [Finset.mul_sum]
        refine Finset.sum_congr rfl fun h _ => ?_
        rw [← mul_assoc, key, Finset.sum_mul]
    _ = ∑ h, ∑ b, ∑ g, χ (-g) * t (h - g) a b * ψ (h, b) := Finset.sum_comm
    _ = ∑ h, ∑ g, ∑ b, χ (-g) * t (h - g) a b * ψ (h, b) :=
        Finset.sum_congr rfl fun h _ => Finset.sum_comm
    _ = ∑ g, ∑ h, ∑ b, χ (-g) * t (h - g) a b * ψ (h, b) := Finset.sum_comm
    _ = ∑ g, χ (-g) * ∑ h, ∑ b, t (h - g) a b * ψ (h, b) := by
        simp only [Finset.mul_sum, mul_assoc]
```

Completeness is stated at each point `p` of the lattice. The proof combines $\chi(g)\chi(-h)$ into $\chi(g-h)$, exchanges the sums and uses Mathlib's evaluation of the character sum, `AddChar.sum_apply_eq_ite`, which leaves only $h=g$.

```lean
omit [Fintype I] in
/-- Completeness of Bloch waves: the waves built from the components of a state `ψ` add up
to `ψ` times the number of cells. -/
theorem sum_blochWave_blochComponent (ψ : G × I → ℂ) (p : G × I) :
    ∑ χ : AddChar G ℂ, blochWave χ (blochComponent χ ψ) p = (Fintype.card G : ℂ) * ψ p := by
  classical
  obtain ⟨g, a⟩ := p
  calc ∑ χ : AddChar G ℂ, χ g * ∑ h, χ (-h) * ψ (h, a)
      = ∑ χ : AddChar G ℂ, ∑ h, χ (g - h) * ψ (h, a) := by
        refine Finset.sum_congr rfl fun χ _ => ?_
        rw [Finset.mul_sum]
        refine Finset.sum_congr rfl fun h _ => ?_
        rw [sub_eq_add_neg, AddChar.map_add_eq_mul, mul_assoc]
    _ = ∑ h, (∑ χ : AddChar G ℂ, χ (g - h)) * ψ (h, a) := by
        rw [Finset.sum_comm]
        simp only [Finset.sum_mul]
    _ = (Fintype.card G : ℂ) * ψ (g, a) := by
        -- the character sum vanishes unless h = g
        simp only [AddChar.sum_apply_eq_ite, sub_eq_zero, ite_mul, zero_mul,
          Finset.sum_ite_eq, Finset.mem_univ, if_true]
```

The equivalence says that $H$ and the family of Bloch matrices have the same set of eigenvalues. It does not count degeneracies. From left to right, the proof supposes that no Bloch matrix has the eigenvalue `E`. Every component of $\psi$ must then vanish (`hz`), and completeness gives $|G|\psi=0$, which contradicts $\psi\neq0$. From right to left it uses the Bloch wave already constructed.

```lean
/-- A number `E` is an eigenvalue of the lattice Hamiltonian exactly when it is an eigenvalue
of the Bloch matrix of some character. -/
theorem eigenvalue_iff_bloch (t : G → Matrix I I ℂ) (E : ℂ) :
    (∃ ψ : G × I → ℂ, ψ ≠ 0 ∧ latticeH t *ᵥ ψ = E • ψ) ↔
      ∃ (χ : AddChar G ℂ) (u : I → ℂ), u ≠ 0 ∧ blochH t χ *ᵥ u = E • u := by
  constructor
  · rintro ⟨ψ, hψ, h⟩
    by_contra hc
    -- otherwise every component of ψ vanishes, and so does ψ
    have hz : ∀ χ : AddChar G ℂ, blochComponent χ ψ = 0 := by
      intro χ
      by_contra hne
      refine hc ⟨χ, blochComponent χ ψ, hne, ?_⟩
      rw [blochH_mulVec_blochComponent, h]
      ext a
      simp only [blochComponent, Pi.smul_apply, smul_eq_mul, Finset.mul_sum]
      exact Finset.sum_congr rfl fun g _ => by ring
    apply hψ
    ext p
    have hp := sum_blochWave_blochComponent ψ p
    simp only [hz, blochWave, Pi.zero_apply, mul_zero, Finset.sum_const_zero] at hp
    exact (mul_eq_zero.mp hp.symm).resolve_left (Nat.cast_ne_zero.mpr Fintype.card_ne_zero)
  · rintro ⟨χ, u, hu, h⟩
    exact ⟨blochWave χ u, bloch_eigenvector t χ hu h⟩
```

## Hermitian hoppings

The condition `ht` is the Hermiticity of the lattice Hamiltonian written in terms of hoppings: the amplitude for going back is the complex conjugate of the amplitude for going forward, with the orbitals exchanged. The proof replaces $d$ by $-d$ in the sum and uses $\chi(-d)=\overline{\chi(d)}$.

```lean
omit [Fintype I] in
/-- If the hopping along `-d` is the adjoint of the hopping along `d`, every Bloch matrix is
Hermitian. -/
theorem blochH_isHermitian (t : G → Matrix I I ℂ) (ht : ∀ d, t (-d) = (t d)ᴴ)
    (χ : AddChar G ℂ) : (blochH t χ).IsHermitian := by
  refine Matrix.IsHermitian.ext fun a b => ?_
  simp only [blochH, Matrix.of_apply, star_sum]
  refine Fintype.sum_equiv (Equiv.neg G) _ _ fun d => ?_
  simp only [Equiv.neg_apply, ht, Matrix.conjTranspose_apply, AddChar.map_neg_eq_conj,
    star_mul', starRingEnd_apply]
```

## The Hückel ring

Sites are elements of `ZMod N`, and the one-element type `Unit` is the single orbital per site. The parameters stand for the energy of an electron in one p orbital, $\alpha$, and the coupling between neighbouring p orbitals, $\beta$. They are real in Hückel theory, though the definition accepts complex values.

The three contributions are added, which matters for very small rings. At $N=2$ the steps $+1$ and $-1$ reach the same site, so the coupling is $2\beta$ and the energies are $\alpha\pm2\beta$, unlike ethylene's $\alpha\pm\beta$. At $N=1$ both steps return to the starting site and the energy is $\alpha+2\beta$.

```lean
/-- Hoppings of the Hückel ring of `N` sites, `N` nonzero, with one orbital per site: on-site energy
`α`, and a hopping `β` for each of the steps `+1` and `-1`. -/
def ringHop (N : ℕ) (α β : ℂ) : ZMod N → Matrix Unit Unit ℂ :=
  fun d => Matrix.of fun _ _ =>
    (if d = 0 then α else 0) + (if d = 1 then β else 0) + (if d = -1 then β else 0)
```

The character `ringChar N k` sends site $n$ to $e^{2\pi ikn/N}$. It takes any integer `k`, and values that differ by a multiple of $N$ give the same wave.

```lean
/-- The character of the ring of `N` sites, `N` nonzero, with integer wave number `k`. -/
def ringChar (N : ℕ) [NeZero N] (k : ℤ) : AddChar (ZMod N) ℂ :=
  AddChar.mulShift ZMod.stdAddChar (k : ZMod N)
```

The final theorem gives the wave and its energy for each `k`. Here $u=1$, so the normalised orbital coefficients are $N^{-1/2}e^{2\pi ikn/N}$. The steps `h1` and `h2` compute the phases for one step forwards and one backwards. After `bloch_eigenvector` has reduced the problem to a $1\times1$ matrix, the definition of the cosine by exponentials completes the calculation. The theorem shows that each of these numbers is an energy of the ring; it does not itself state that the list is complete.

```lean
/-- On the Hückel ring of `N` sites, `N` nonzero, the Bloch wave of wave number `k` is a
nonzero eigenvector with energy `α + 2 β cos (2 π k / N)`. -/
theorem huckel_ring (N : ℕ) [NeZero N] (α β : ℂ) (k : ℤ) :
    blochWave (ringChar N k) (fun _ : Unit => 1) ≠ 0 ∧
      latticeH (ringHop N α β) *ᵥ blochWave (ringChar N k) (fun _ => 1) =
        (α + 2 * β * Complex.cos (2 * Real.pi * k / N)) •
          blochWave (ringChar N k) (fun _ => 1) := by
  -- the phases picked up on one step forwards and one step backwards
  have h1 : ringChar N k 1 = Complex.exp (2 * Real.pi * k / N * Complex.I) := by
    rw [ringChar, AddChar.mulShift_apply, mul_one, ZMod.stdAddChar_coe]
    congr 1
    ring
  have h2 : ringChar N k (-1) = Complex.exp (-(2 * Real.pi * k / N) * Complex.I) := by
    have e : (k : ZMod N) * -1 = ((-k : ℤ) : ZMod N) := by
      push_cast
      ring
    rw [ringChar, AddChar.mulShift_apply, e, ZMod.stdAddChar_coe]
    congr 1
    push_cast
    ring
  refine bloch_eigenvector _ _ (fun h => one_ne_zero (congrFun h ())) ?_
  ext a
  simp only [Matrix.mulVec, dotProduct, blochH, ringHop, Matrix.of_apply, Finset.univ_unique,
    Finset.sum_singleton, mul_one, add_mul, ite_mul, zero_mul, Finset.sum_add_distrib,
    Finset.sum_ite_eq', Finset.mem_univ, if_true, Pi.smul_apply, smul_eq_mul,
    AddChar.map_zero_eq_one, h1, h2, Complex.cos]
  ring

end

end BlochReduction
```

```lean
#print axioms BlochReduction.latticeH_mulVec_blochWave
-- 'BlochReduction.latticeH_mulVec_blochWave' depends on axioms: [propext, Classical.choice, Quot.sound]
#print axioms BlochReduction.eigenvalue_iff_bloch
-- 'BlochReduction.eigenvalue_iff_bloch' depends on axioms: [propext, Classical.choice, Quot.sound]
#print axioms BlochReduction.blochH_isHermitian
-- 'BlochReduction.blochH_isHermitian' depends on axioms: [propext, Classical.choice, Quot.sound]
#print axioms BlochReduction.huckel_ring
-- 'BlochReduction.huckel_ring' depends on axioms: [propext, Classical.choice, Quot.sound]
```
